# Direct ring coupled cluster gives one electron a negative self-correlation energy, and SOSEX gives zero

Put one electron in a spin orbital with a single virtual orbital at gap $d>0$, and let $b>0$ be the Coulomb integral of the transition density with itself: the direct ring equation $b+2(d+b)t+bt^2=0$ has only negative solutions for the amplitude $t$, so the ring correlation energy $bt/2$ is negative although the electron has no partner to correlate with. The SOSEX energy contracts the same amplitude with $b-b=0$, and the Lean file below proves this contrast for any finite number of virtual orbitals, given a nonzero positive semidefinite interaction and negative semidefinite amplitudes.

```lean
import Mathlib

open Matrix
open scoped MatrixOrder

namespace OneElectronRingCCD

noncomputable section

variable {n o v : Type*} [Fintype n] [DecidableEq n]
  [Fintype o] [DecidableEq o] [Fintype v] [DecidableEq v]

/-- Left side of the direct ring coupled-cluster doubles equation
`B + A T + T A + T B T = 0`, with `A = D + B`. -/
def ringResidual (D B T : Matrix n n ℝ) : Matrix n n ℝ :=
  B + (D + B) * T + T * (D + B) + T * B * T

/-- The direct ring correlation energy `(1/2) Tr (B T)`. -/
def ringEnergy (B T : Matrix n n ℝ) : ℝ := (1 / 2) * (B * T).trace

/-- The SOSEX correlation energy: the amplitudes `T_{ia,jb}` are contracted with the
antisymmetrised integrals `B_{ia,jb} - B_{ib,ja}`, with a prefactor one half. -/
def sosexEnergy (B T : Matrix (o × v) (o × v) ℝ) : ℝ :=
  (1 / 2) * ∑ i, ∑ a, ∑ j, ∑ b, (B (i, a) (j, b) - B (i, b) (j, a)) * T (i, a) (j, b)

/-- The trace of a product of two real positive semidefinite matrices is nonnegative,
and if it vanishes then the product itself vanishes. -/
theorem trace_mul_posSemidef {B S : Matrix n n ℝ} (hB : B.PosSemidef) (hS : S.PosSemidef) :
    0 ≤ (B * S).trace ∧ ((B * S).trace = 0 → B * S = 0) := by
  obtain ⟨C, hC⟩ := CStarAlgebra.nonneg_iff_eq_star_mul_self.mp hB.nonneg
  obtain ⟨E, hE⟩ := CStarAlgebra.nonneg_iff_eq_star_mul_self.mp hS.nonneg
  rw [Matrix.star_eq_conjTranspose] at hC hE
  -- the trace is the squared Frobenius norm of `C Eᴴ`
  have key : (B * S).trace = ((C * Eᴴ)ᴴ * (C * Eᴴ)).trace := by
    rw [hC, hE, ← Matrix.mul_assoc, Matrix.trace_mul_comm, Matrix.conjTranspose_mul,
      Matrix.conjTranspose_conjTranspose]
    simp only [Matrix.mul_assoc]
  refine ⟨?_, fun h => ?_⟩
  · rw [key]
    exact (Matrix.posSemidef_conjTranspose_mul_self (C * Eᴴ)).trace_nonneg
  · rw [key] at h
    have hM : C * Eᴴ = 0 := Matrix.trace_conjTranspose_mul_self_eq_zero_iff.mp h
    calc B * S = Cᴴ * (C * Eᴴ) * E := by rw [hC, hE]; simp only [Matrix.mul_assoc]
      _ = 0 := by rw [hM, Matrix.mul_zero, Matrix.zero_mul]

/-- If ring amplitudes `T` solve the amplitude equation and `B T = T B = 0`, then the
symmetric interaction matrix `B` is zero. -/
theorem interaction_eq_zero {D B T : Matrix n n ℝ} (hB : B.IsHermitian)
    (hR : ringResidual D B T = 0) (hBT : B * T = 0) (hTB : T * B = 0) : B = 0 := by
  -- sandwich the amplitude equation between two factors of `B`
  have h3 : B * B * B = 0 := by
    have e : B * B * B = B * ringResidual D B T * B - B * (D + B) * (T * B)
        - (B * T) * (D + B) * B - (B * T) * B * (T * B) := by
      unfold ringResidual
      noncomm_ring
    rw [e, hR, hBT, hTB]
    simp
  have h2 : B * B = 0 := by
    apply Matrix.conjTranspose_mul_self_eq_zero.mp
    rw [Matrix.conjTranspose_mul, hB.eq, ← Matrix.mul_assoc, h3, Matrix.zero_mul]
  apply Matrix.conjTranspose_mul_self_eq_zero.mp
  rw [hB.eq, h2]

/-- For a nonzero positive semidefinite interaction `B`, every negative semidefinite
solution of the ring amplitude equation has a strictly negative ring energy. -/
theorem ringEnergy_neg {D B T : Matrix n n ℝ} (hB : B.PosSemidef) (hB0 : B ≠ 0)
    (hT : (-T).PosSemidef) (hR : ringResidual D B T = 0) : ringEnergy B T < 0 := by
  obtain ⟨hnonneg, hzero⟩ := trace_mul_posSemidef hB hT
  have hne : (B * -T).trace ≠ 0 := by
    intro h
    have hBT : B * T = 0 := by
      have h' := hzero h
      rwa [Matrix.mul_neg, neg_eq_zero] at h'
    have hTs : Tᴴ = T := by
      have h' := hT.isHermitian.eq
      rwa [Matrix.conjTranspose_neg, neg_inj] at h'
    -- transposing `B T = 0` gives `T B = 0`
    have hTB : T * B = 0 := by
      have h' := congrArg Matrix.conjTranspose hBT
      rwa [Matrix.conjTranspose_mul, hTs, hB.isHermitian.eq,
        Matrix.conjTranspose_zero] at h'
    exact hB0 (interaction_eq_zero hB.isHermitian hR hBT hTB)
  have hpos : 0 < (B * -T).trace := lt_of_le_of_ne hnonneg (Ne.symm hne)
  rw [Matrix.mul_neg, Matrix.trace_neg] at hpos
  unfold ringEnergy
  linarith

omit [DecidableEq o] [DecidableEq v] in
/-- With a single occupied spin orbital and a symmetric interaction matrix, the SOSEX
energy vanishes for all amplitudes. -/
theorem sosexEnergy_eq_zero [Unique o] {B : Matrix (o × v) (o × v) ℝ}
    (hB : B.IsHermitian) (T : Matrix (o × v) (o × v) ℝ) : sosexEnergy B T = 0 := by
  have h : ∀ (i j : o) (a b : v), B (i, a) (j, b) - B (i, b) (j, a) = 0 := by
    intro i j a b
    rw [Subsingleton.elim j i, sub_eq_zero]
    have h' := hB.apply (i, a) (i, b)
    rw [star_trivial] at h'
    exact h'.symm
  simp [sosexEnergy, h]

/-- One-electron self-correlation: for a single occupied spin orbital, diagonal `D` and
nonzero positive semidefinite `B`, every negative semidefinite solution of the ring
amplitude equation has negative ring energy and zero SOSEX energy. -/
theorem one_electron_self_correlation [Unique o] (d : o × v → ℝ)
    {B T : Matrix (o × v) (o × v) ℝ} (hB : B.PosSemidef) (hB0 : B ≠ 0)
    (hT : (-T).PosSemidef) (hR : ringResidual (Matrix.diagonal d) B T = 0) :
    ringEnergy B T < 0 ∧ sosexEnergy B T = 0 :=
  ⟨ringEnergy_neg hB hB0 hT hR, sosexEnergy_eq_zero hB.isHermitian T⟩

/-- Closed-form ring amplitudes for a common gap `d` and the interaction `B = u uᵀ`, intended for
`d > 0` and `u ≠ 0`. -/
def degenerateAmplitude (d : ℝ) (u : n → ℝ) : Matrix n n ℝ :=
  ((√(d ^ 2 + 2 * d * (u ⬝ᵥ u)) - d - u ⬝ᵥ u) / (u ⬝ᵥ u) ^ 2) • vecMulVec u u

/-- For a common gap `d > 0` and `B = u uᵀ` with `u ≠ 0`, the closed-form amplitudes are
negative semidefinite and solve the ring equation, and with `s = u · u` their ring energy
is `(√(d² + 2 d s) - d - s) / 2`. -/
theorem one_electron_self_correlation_witness {d : ℝ} (hd : 0 < d) {u : n → ℝ}
    (hu : u ≠ 0) :
    (vecMulVec u u).PosSemidef ∧ vecMulVec u u ≠ 0 ∧
    (-degenerateAmplitude d u).PosSemidef ∧
    ringResidual (Matrix.diagonal fun _ => d) (vecMulVec u u) (degenerateAmplitude d u) = 0 ∧
    ringEnergy (vecMulVec u u) (degenerateAmplitude d u)
      = (√(d ^ 2 + 2 * d * (u ⬝ᵥ u)) - d - u ⬝ᵥ u) / 2 := by
  obtain ⟨i, hi⟩ := Function.ne_iff.mp hu
  have hs : 0 < u ⬝ᵥ u :=
    Finset.sum_pos' (fun j _ => mul_self_nonneg (u j))
      ⟨i, Finset.mem_univ i, mul_self_pos.mpr hi⟩
  have hP : (vecMulVec u u).PosSemidef := by
    simpa using Matrix.posSemidef_vecMulVec_self_star u
  have hP0 : vecMulVec u u ≠ 0 := by
    intro h
    have h' := congrFun (congrFun h i) i
    rw [vecMulVec_apply] at h'
    exact hi (mul_self_eq_zero.mp h')
  have hPP : vecMulVec u u * vecMulVec u u = (u ⬝ᵥ u) • vecMulVec u u := by
    ext a b
    simp only [Matrix.mul_apply, vecMulVec_apply, Matrix.smul_apply, smul_eq_mul,
      dotProduct, Finset.sum_mul]
    exact Finset.sum_congr rfl (fun k _ => by ring)
  have htr : (vecMulVec u u).trace = u ⬝ᵥ u := rfl
  have hD : (Matrix.diagonal fun _ => d : Matrix n n ℝ) = d • 1 := by
    ext a b
    simp [Matrix.diagonal_apply, Matrix.one_apply]
  unfold degenerateAmplitude
  generalize vecMulVec u u = P at *
  generalize u ⬝ᵥ u = s at *
  have hr : √(d ^ 2 + 2 * d * s) ^ 2 = d ^ 2 + 2 * d * s := Real.sq_sqrt (by positivity)
  have hle : √(d ^ 2 + 2 * d * s) ≤ d + s :=
    Real.sqrt_le_iff.mpr ⟨by positivity, by nlinarith [sq_nonneg s]⟩
  generalize √(d ^ 2 + 2 * d * s) = r at *
  have ht0 : (r - d - s) / s ^ 2 ≤ 0 :=
    div_nonpos_of_nonpos_of_nonneg (by linarith) (by positivity)
  have ht : s ^ 2 * ((r - d - s) / s ^ 2) = r - d - s :=
    mul_div_cancel₀ _ (by positivity)
  generalize (r - d - s) / s ^ 2 = t at *
  -- the matrix equation reduces to a scalar quadratic equation
  have hq : 1 + 2 * (d + s) * t + s ^ 2 * t ^ 2 = 0 := by
    have h : s ^ 2 * (1 + 2 * (d + s) * t + s ^ 2 * t ^ 2) = 0 := by
      linear_combination (2 * (d + s) + s ^ 2 * t + (r - d - s)) * ht + hr
    exact (mul_eq_zero.mp h).resolve_left (by positivity)
  refine ⟨hP, hP0, ?_, ?_, ?_⟩
  · rw [← neg_smul]
    exact hP.smul (by linarith)
  · calc ringResidual (Matrix.diagonal fun _ => d) P (t • P)
        = (1 + 2 * (d + s) * t + s ^ 2 * t ^ 2) • P := by
          rw [hD]
          simp only [ringResidual, add_mul, mul_add, smul_mul_assoc, mul_smul_comm,
            one_mul, mul_one, hPP]
          module
      _ = 0 := by rw [hq, zero_smul]
  · simp only [ringEnergy, mul_smul_comm, hPP, Matrix.trace_smul, htr, smul_eq_mul]
    linear_combination (1 / 2) * ht

end

end OneElectronRingCCD
```

```lean
#print axioms OneElectronRingCCD.one_electron_self_correlation
```

```
'OneElectronRingCCD.one_electron_self_correlation' depends on axioms: [propext, Classical.choice, Quot.sound]
```

## From one virtual orbital to many

With several virtual orbitals $a,b,\dots$ the numbers become real matrices. Let $D$ be the diagonal matrix of orbital energy gaps, $B$ the interaction matrix and $T$ the matrix of double-excitation amplitudes. The direct ring equation is

$$B+(D+B)T+T(D+B)+TBT=0,$$

and the ring correlation energy is $\tfrac12\operatorname{Tr}(BT)$. These are `ringResidual`, set to zero, and `ringEnergy`. The usual matrix $A=D+B$ has no name of its own in the code.

The rows and columns are labelled by particle-hole pairs, the elements of `o × v`, where `o` is the set of occupied spin orbitals and `v` the set of virtual ones. The SOSEX energy is defined for any finite number of occupied orbitals:

$$E_{\rm SOSEX}=\tfrac12\sum_{i,a,j,b}\left(B_{ia,jb}-B_{ib,ja}\right)T_{ia,jb}.$$

Here $i,j$ are occupied and $a,b$ virtual. SOSEX stands for second-order screened exchange, and the name needs care: `sosexEnergy` is the total of the direct and exchange contributions, whereas some texts use SOSEX for the exchange correction alone.

The theorem `one_electron_self_correlation` says the following. Suppose that there is exactly one occupied spin orbital, that $D$ is diagonal, that $B$ is positive semidefinite and not zero, and that $T$ is a negative semidefinite solution of the ring equation. Then the ring energy is strictly negative and the SOSEX energy is zero.

The single electron enters through `[Unique o]`, which says that `o` has exactly one element. The exchange cancellation is therefore derived from the general definition. In Lean, `PosSemidef` includes symmetry for real matrices, so `(-T).PosSemidef` says that $T$ is symmetric with no positive eigenvalue. The diagonal entries of $D$ are given by a function `d`, and no sign is imposed on them; positive gaps are a special case.

## The Coulomb matrix behind B

In a basis of real spin orbitals, $B_{ia,jb}$ is the Coulomb integral $(ia|jb)$ between the transition densities $\phi_i\phi_a$ and $\phi_j\phi_b$, including the spin sum. Such a matrix is positive semidefinite because the Coulomb energy of any real charge distribution with itself is nonnegative. The condition $B\neq0$ says that at least one transition density interacts with itself. The entries of $D$ are the differences $\varepsilon_a-\varepsilon_i$ of orbital energies. This identification of $D$ and $B$ with the output of a mean-field calculation is the step from the matrices to a real one-electron system that the hypotheses leave to the reader.

The exact correlation energy of one electron is zero, since a single orbital already describes its state. A negative ring energy is thus an error of the approximation. It bears on direct random-phase-approximation calculations in a finite real orbital basis, whose correlation energy can be written in this ring form: a one-electron ion such as $\mathrm{H}_2^+$ acquires a spurious correlation energy there.

The sign of $T$ is a hypothesis of the theorem. When all gaps are positive, a short argument outside Lean shows that every symmetric solution satisfies it. If $Tx=\lambda x$ with $x\ne0$, the ring equation between $x^{\mathsf T}$ and $x$ gives

$$2\lambda\,x^{\mathsf T}(D+B)x=-(1+\lambda^2)\,x^{\mathsf T}Bx\le0,$$

and $D+B$ is positive definite, so $\lambda\le0$. If neither the gap nor the amplitude has a prescribed sign, the energy can be positive: in the scalar equation of the opening, where $b$ is the Coulomb integral, $d=-2b$ and $t=1$ are a solution with energy $b/2$.

Negative semidefiniteness does not select the physical branch. In the opening example both roots are negative, and the theorem applies to both. The root that tends to zero with the interaction is the one connected to perturbation theory.

## Why the ring energy is strictly negative

Set $S=-T$, which is positive semidefinite. Factor $B=C^{\mathsf T}C$ and $S=E^{\mathsf T}E$. By cyclicity of the trace,

$$\operatorname{Tr}(BS)=\operatorname{Tr}(C^{\mathsf T}CE^{\mathsf T}E)
=\operatorname{Tr}\!\left[(CE^{\mathsf T})^{\mathsf T}(CE^{\mathsf T})\right]\ge0.$$

The last trace is the sum of the squares of all entries of $CE^{\mathsf T}$. If it vanishes, then $CE^{\mathsf T}=0$, and so $BS=C^{\mathsf T}(CE^{\mathsf T})E=0$. This is `trace_mul_posSemidef`. The factorisations come from Mathlib's description of nonnegative elements of a C*-algebra, and `key` is the trace identity above, with `ᴴ` meaning the transpose for real matrices.

The ring energy is $-\tfrac12\operatorname{Tr}(BS)$, so it is at most zero. Suppose that it were zero. Then $BT=0$, and transposing gives $TB=0$ because both matrices are symmetric. Multiply the ring equation by $B$ from the left and from the right:

$$B^3+B(D+B)(TB)+(BT)(D+B)B+(BT)B(TB)=0.$$

Every term after the first contains $BT$ or $TB$, which leaves $B^3=0$. Hence $(B^2)^{\mathsf T}B^2=B^4=0$, which forces $B^2=0$. Then $B^{\mathsf T}B=B^2=0$ forces $B=0$, contrary to assumption.

The lemma `interaction_eq_zero` carries out the steps from $BT=TB=0$ to $B=0$. Its tactic `noncomm_ring` checks the expansion of the sandwiched equation without letting matrices commute, and two uses of `conjTranspose_mul_self_eq_zero` descend from $B^3=0$ to $B=0$. The theorem `ringEnergy_neg` transposes $BT=0$ to get $TB=0$ and joins this lemma to the trace inequality: the trace of $B(-T)$ is nonnegative and not zero, so the energy is negative. Neither the diagonal form of $D$ nor the number of occupied orbitals plays a part, and `ringEnergy_neg` is accordingly stated for an arbitrary real matrix $D$ and any finite index set.

## Why the SOSEX energy vanishes

With one occupied orbital, $j=i$ in every term of the SOSEX sum. The integral factor becomes

$$B_{ia,ib}-B_{ib,ia}=0$$

by the symmetry of $B$. The sum is zero term by term, whatever the amplitudes are. In `sosexEnergy_eq_zero`, `Subsingleton.elim` replaces $j$ by $i$ and `hB.apply` supplies the symmetry. No ring equation and no positivity is needed, so this half holds for every real matrix $T$.

## A closed-form solution with degenerate gaps

The theorem speaks about every solution of the stated kind, without claiming that one exists for general $D$ and $B$. For one family, `one_electron_self_correlation_witness` provides a solution explicitly. All gaps equal one number $d>0$, and $B=uu^{\mathsf T}$ for a nonzero real vector $u$. This $B$ has rank one, whereas the Coulomb matrix of several linearly independent transition densities has higher rank; with more than one such virtual orbital the example is a model interaction. The letter `d` is a number here, not a function. Write

$$s=u\cdot u,\qquad r=\sqrt{d^2+2ds},\qquad P=uu^{\mathsf T}.$$

Then $P^2=sP$ and $P^3=s^2P$. Inserting $T=tP$, with an unknown number $t$, into the ring equation gives

$$\left[1+2(d+s)t+s^2t^2\right]P=0.$$

Since $P\neq0$, the bracket must vanish. Multiplying it by $s^2$ and completing the square yields

$$(s^2t+d+s)^2=(d+s)^2-s^2=d^2+2ds=r^2.$$

The root that vanishes with the interaction energy is $s^2t=r-d-s$, so

$$T=\frac{r-d-s}{s^2}\,uu^{\mathsf T},$$

which is `degenerateAmplitude`. From $r^2<(d+s)^2$ follows $r<d+s$, so $T$ is negative semidefinite. The energy is

$$\tfrac12\operatorname{Tr}(BT)=\tfrac12\,t\operatorname{Tr}(P^2)=\tfrac12\,ts^2
=\tfrac12\left(\sqrt{d^2+2ds}-d-s\right).$$

The vector $u$ is not normalised. In terms of the unit vector $\hat u=u/\sqrt s$, the interaction is $B=s\,\hat u\hat u^{\mathsf T}$ and the amplitude matrix is $T=\frac{r-d-s}{s}\,\hat u\hat u^{\mathsf T}$. The problem is then the opening example with $b=s$ along $\hat u$; the amplitude called $t$ there is $st$ in the notation of this section. For weak interaction, $s\ll d$, the energy is approximately $-s^2/(4d)$, the direct second-order term.

In the Lean proof, `hPP` is the identity $P^2=sP$. The `generalize` steps then replace the outer product, the squared length, the square root and the coefficient by single letters, keeping only the relations used above. `linear_combination` verifies the scalar quadratic `hq`, and `module` collects the matrix equation into a multiple of $P$. The witness is stated for any finite index set; choosing pairs with one occupied orbital gives the one-electron case, where `sosexEnergy_eq_zero` supplies the vanishing SOSEX energy.
